# For the right shift $S = 1 + iT$ on $\ell^2(\mathbb N)$, the optical theorem holds as $T^\dagger T = i(T^\dagger - T)$ but not with $T T^\dagger$

After computing a finite scattering matrix $S$ between open channels whose states are normalised to unit flux, one can test flux conservation by forming $T = -i(S-1)$ and comparing $T^\dagger T$ with $i(T^\dagger - T)$. If the two agree exactly, $TT^\dagger$ needs no separate test, because $S$ is a finite square matrix. With infinitely many basis states this inference can fail, and the right shift is an example.

Here $S$ is the scattering operator, $T$ the transition operator, so that $S = 1 + iT$, and $\dagger$ denotes the adjoint. "Optical theorem" means the operator relation between a product of $T$ with $T^\dagger$ and $i(T^\dagger - T)$. The familiar statement about a total cross-section and a forward amplitude also needs plane-wave states and kinematic factors, neither of which enters here.

Parts (a) to (d) use only algebra. In Lean, `A` is a ring with complex scalars and a compatible adjoint, written `star`. Square complex matrices and bounded operators on a Hilbert space are both of this kind. No unitarity is assumed.

```lean
import Mathlib

open Complex

namespace OneSidedOpticalTheorem

noncomputable section

section Algebra

variable {A : Type*} [Ring A] [StarRing A] [Algebra ℂ A] [StarModule ℂ A]
```

The definition of $T$ fixes the sign and normalisation; `I` is the imaginary unit and `•` is multiplication by a scalar.

```lean
/-- The transition operator `T = -i (S - 1)` of a scattering operator `S`. -/
def transition (S : A) : A := (-I) • (S - 1)
```

## (a) The adjoint of the transition operator

**Task.** Express $T^\dagger$ in terms of $S^\dagger$.

**Solution.** The adjoint conjugates scalars and leaves the identity unchanged, so
$$T^\dagger = \overline{(-i)}\,(S-1)^\dagger = i(S^\dagger - 1).$$
The Lean proof unfolds `transition` and applies the same two rules.

```lean
/-- The adjoint of the transition operator is `T† = i (S† - 1)`. -/
theorem star_transition (S : A) : star (transition S) = I • (star S - 1) := by
  simp [transition, star_smul]
```

## (b) The linear side of the optical theorem

**Task.** Write $i(T^\dagger - T)$ in terms of $S$ and $S^\dagger$.

**Solution.** Insert (a) and the definition of $T$:
$$i(T^\dagger - T) = i\cdot i\,(S^\dagger - 1) - i\cdot(-i)(S-1) = -(S^\dagger - 1) - (S - 1).$$
In the proof, `h` records $i\cdot(-i) = 1$, the rewriting collects the scalars, and `abel` rearranges the sum.

```lean
/-- The linear side of the optical theorem in terms of `S`: `i (T† - T) = -((S† - 1) + (S - 1))`. -/
theorem absorptive_part (S : A) :
    I • (star (transition S) - transition S) = -((star S - 1) + (S - 1)) := by
  have h : I * -I = 1 := by simp
  rw [star_transition, transition, smul_sub, smul_smul, smul_smul, h, I_mul_I,
    neg_smul, one_smul, one_smul]
  abel
```

## (c) The defect of the order $T^\dagger T$

**Task.** Find the difference between $T^\dagger T$ and $i(T^\dagger - T)$ for an arbitrary $S$.

**Solution.** The scalar prefactors multiply to $i\cdot(-i) = 1$, hence
$$T^\dagger T = (S^\dagger - 1)(S - 1) = S^\dagger S - S^\dagger - S + 1.$$
By (b), subtracting $i(T^\dagger - T)$ adds $S^\dagger + S - 2$. The linear terms cancel:
$$T^\dagger T - i(T^\dagger - T) = S^\dagger S - 1.$$
This order of the optical theorem is therefore equivalent to $S^\dagger S = 1$, which says that scattering preserves the norm of every incoming state. The final tactic, `noncomm_ring`, expands the product without exchanging $S$ and $S^\dagger$.

```lean
/-- The optical theorem in the order `T† T` fails exactly by `S† S - 1`. -/
theorem left_defect (S : A) :
    star (transition S) * transition S - I • (star (transition S) - transition S)
      = star S * S - 1 := by
  have h : I * -I = 1 := by simp
  rw [absorptive_part, star_transition, transition, smul_mul_smul_comm, h, one_smul]
  noncomm_ring
```

## (d) The defect of the order $TT^\dagger$

**Task.** Repeat the calculation with the factors reversed.

**Solution.** Now
$$TT^\dagger = (S-1)(S^\dagger - 1) = SS^\dagger - S - S^\dagger + 1,$$
and subtracting the same linear side gives
$$TT^\dagger - i(T^\dagger - T) = SS^\dagger - 1.$$
The reversed order is thus equivalent to $SS^\dagger = 1$. When $S$ already preserves norms, this second condition says that every outgoing state is reached from some incoming state. The Lean proof follows (c) with the product reversed.

```lean
/-- The optical theorem in the order `T T†` fails exactly by `S S† - 1`. -/
theorem right_defect (S : A) :
    transition S * star (transition S) - I • (star (transition S) - transition S)
      = S * star S - 1 := by
  have h : -I * I = 1 := by simp
  rw [absorptive_part, star_transition, transition, smul_mul_smul_comm, h, one_smul]
  noncomm_ring

end Algebra
```

## (e) Equivalence of the two orders for finite matrices

**Task.** Show that for a finite square matrix $S$ either order of the optical theorem implies the other.

**Solution.** By (c) and (d), the claim is that $S^\dagger S = 1$ if and only if $SS^\dagger = 1$. Suppose $S^\dagger S = 1$. If $Sv = 0$, then $v = S^\dagger S v = 0$, so $S$ is injective. An injective linear map from a finite-dimensional space to itself is also surjective, so $S^{-1}$ exists. Multiplying $S^\dagger S = 1$ on the right by $S^{-1}$ gives $S^\dagger = S^{-1}$, and therefore $SS^\dagger = 1$. The converse follows by applying the argument to $S^\dagger$.

In Lean, the finite type `n` labels the channels, with the same labels for incoming and outgoing ones, and `star` is the conjugate transpose. The steps `hl` and `hr` translate each order into its half of unitarity, and `mul_eq_one_comm` supplies the fact that a one-sided inverse of a square matrix is two-sided.

For quantum transport with finitely many channels, this makes one order of the optical theorem a complete test of the unitarity of $S$, in exact arithmetic.

```lean
/-- For finite scattering matrices the two orderings of the optical theorem,
`T† T = i (T† - T)` and `T T† = i (T† - T)`, are equivalent. -/
theorem matrix_optical_iff {n : Type*} [Fintype n] [DecidableEq n] (S : Matrix n n ℂ) :
    star (transition S) * transition S = I • (star (transition S) - transition S) ↔
      transition S * star (transition S) = I • (star (transition S) - transition S) := by
  have hl : star (transition S) * transition S
      = I • (star (transition S) - transition S) ↔ star S * S = 1 :=
    sub_eq_zero.symm.trans (by rw [left_defect, sub_eq_zero])
  have hr : transition S * star (transition S)
      = I • (star (transition S) - transition S) ↔ S * star S = 1 :=
    sub_eq_zero.symm.trans (by rw [right_defect, sub_eq_zero])
  -- a one-sided inverse of a square matrix is two-sided
  exact hl.trans (mul_eq_one_comm.trans hr.symm)
```

## (f) Square-summability of a shifted sequence

The remaining parts concern the Hilbert space of sequences $x = (x_0, x_1, \dots)$ with $\sum_n |x_n|^2 < \infty$. The index $n$ labels orthonormal basis states, called sites.

```lean
/-- The Hilbert space of square-summable complex sequences indexed by the naturals. -/
abbrev Ell2 : Type := lp (fun _ : ℕ => ℂ) 2
```

The state `site n a` has amplitude $a$ at site $n$ and zero elsewhere. Write $e_n$ for the unit vector `site n 1`.

```lean
/-- The state with amplitude `a` at site `n` and zero elsewhere. -/
abbrev site (n : ℕ) (a : ℂ) : Ell2 := lp.single (E := fun _ : ℕ => ℂ) 2 n a
```

The right shift moves every amplitude up by one site and leaves site $0$ empty: $(Sx)_0 = 0$ and $(Sx)_{n+1} = x_n$. It is postulated as a scattering operator, not derived from a Hamiltonian.

```lean
/-- A sequence moved one site to the right, with zero put at site `0`. -/
def shiftSeq (x : ℕ → ℂ) : ℕ → ℂ
  | 0 => 0
  | n + 1 => x n
```

**Task.** Show that the shifted sequence is again square-summable.

**Solution.** A series converges exactly when it converges after its first term is removed. For the shifted sequence, the series without its first term is $\sum_n |x_n|^2$, which converges by assumption. In Lean, `memℓp_gen_iff` turns membership of the space into convergence of this series, and `summable_nat_add_iff 1` removes the first term.

```lean
/-- The shifted sequence of a square-summable sequence is square-summable. -/
theorem shiftSeq_mem (x : Ell2) : Memℓp (E := fun _ : ℕ => ℂ) (shiftSeq x) 2 := by
  have hx := (memℓp_gen_iff (by norm_num)).1 (lp.memℓp x)
  refine (memℓp_gen_iff (by norm_num)).2 ?_
  refine (summable_nat_add_iff 1).1 ?_
  exact hx
```

## (g) Linearity and norm preservation of the shift

**Task.** Show that $S$ is linear and that $\|Sx\| = \|x\|$.

**Solution.** At site $n+1$, both $S(x+y)$ and $Sx + Sy$ have the amplitude $x_n + y_n$, and at site $0$ both vanish. Scalar multiples work in the same way. For the norm,
$$\|Sx\|^2 = |0|^2 + \sum_{n\ge 0} |x_n|^2 = \|x\|^2.$$

The type `Ell2 →ₗᵢ[ℂ] Ell2` consists of linear maps that preserve the norm, so building `shiftIsometry` requires all three checks. The linearity fields treat site $0$ and the later sites separately. In `norm_map'`, `h0` says that the new site carries no weight, and `ht` equates the two sums by splitting off the first term.

```lean
/-- The right shift as a norm-preserving linear map. -/
def shiftIsometry : Ell2 →ₗᵢ[ℂ] Ell2 where
  toFun x := ⟨shiftSeq x, shiftSeq_mem x⟩
  map_add' x y := by
    refine lp.ext (funext fun k => ?_)
    cases k with
    | zero => exact (add_zero (0 : ℂ)).symm
    | succ k => rfl
  map_smul' c x := by
    refine lp.ext (funext fun k => ?_)
    cases k with
    | zero => exact (mul_zero c).symm
    | succ k => rfl
  norm_map' x := by
    have hp : 0 < (2 : ENNReal).toReal := by norm_num
    have hs := (memℓp_gen_iff hp).1 (shiftSeq_mem x)
    -- the new site `0` carries no weight
    have h0 : ‖shiftSeq x 0‖ ^ (2 : ENNReal).toReal = 0 := by simp [shiftSeq]
    have ht : ∑' k, ‖shiftSeq x k‖ ^ (2 : ENNReal).toReal
        = ∑' k, ‖x k‖ ^ (2 : ENNReal).toReal := by
      rw [hs.tsum_eq_zero_add, h0, zero_add]
      rfl
    rw [lp.norm_eq_tsum_rpow hp x, ← ht]
    exact lp.norm_eq_tsum_rpow hp _
```

A norm-preserving linear map is bounded. Regarding it as a bounded operator gives it an adjoint and places it in the algebra of parts (a) to (d).

```lean
/-- The right shift `S` as a bounded operator. -/
def rightShift : Ell2 →L[ℂ] Ell2 := shiftIsometry.toContinuousLinearMap
```

## (h) The adjoint of the right shift

**Task.** Show that $S^\dagger$ is the left shift, $(S^\dagger x)_n = x_{n+1}$.

**Solution.** The inner product is linear in its second argument, so pairing with $e_n$ on the left reads off the amplitude at site $n$. Since $Se_n = e_{n+1}$,
$$(S^\dagger x)_n = \langle e_n, S^\dagger x\rangle = \langle Se_n, x\rangle = \langle e_{n+1}, x\rangle = x_{n+1}.$$
The amplitude $x_0$ is discarded. In the proof, `h1` is the relation $Se_n = e_{n+1}$, `h2` moves the adjoint across the inner product, and `lp.inner_single_left` evaluates both pairings.

```lean
/-- The adjoint of the right shift is the left shift: `(S† x)_n = x_(n+1)`. -/
theorem star_rightShift_apply (x : Ell2) (n : ℕ) :
    (star rightShift x : Ell2) n = x (n + 1) := by
  have h1 : rightShift (site n 1) = site (n + 1) 1 := by
    refine lp.ext (funext fun k => ?_)
    cases k with
    | zero =>
      change (0 : ℂ) = _
      simp [lp.single_apply]
    | succ k =>
      change (site n 1) k = _
      simp [lp.single_apply, Pi.single_apply]
  -- read off the component at site `n` by pairing with the site vector
  have h2 : inner ℂ (site n 1) (star rightShift x) = inner ℂ (site (n + 1) 1) x := by
    rw [ContinuousLinearMap.star_eq_adjoint, ContinuousLinearMap.adjoint_inner_right, h1]
  rw [lp.inner_single_left, lp.inner_single_left] at h2
  simpa using h2
```

## (i) The exact violation at site 0

**Task.** For the right shift, compute $i(T^\dagger - T) - TT^\dagger$ on an arbitrary state $x$.

**Solution.** By (d), with the sign reversed, this operator equals $1 - SS^\dagger$. From (h) and the definition of $S$,
$$(SS^\dagger x)_0 = 0, \qquad (SS^\dagger x)_{k+1} = (S^\dagger x)_k = x_{k+1}.$$
The left shift deletes $x_0$, and the right shift then restores all the other amplitudes to their places. Therefore
$$\bigl[i(T^\dagger - T) - TT^\dagger\bigr]x = x_0\,e_0.$$
The violation is the orthogonal projector onto site $0$, the one site that the shift never populates.

In Lean the right-hand side is `site 0 (x 0)`. The step `h` applies `right_defect`, after which the two cases are the two component formulas above.

```lean
/-- For the right shift, `i (T† - T) - T T†` maps each `x` to the vector with amplitude `x 0` at
site `0` and zero elsewhere. -/
theorem shift_optical_defect (x : Ell2) :
    (I • (star (transition rightShift) - transition rightShift)
      - transition rightShift * star (transition rightShift)) x = site 0 (x 0) := by
  have h : I • (star (transition rightShift) - transition rightShift)
      - transition rightShift * star (transition rightShift)
      = 1 - rightShift * star rightShift :=
    (neg_sub _ _).symm.trans (by rw [right_defect, neg_sub])
  rw [h]
  refine lp.ext (funext fun k => ?_)
  cases k with
  | zero =>
    change x 0 - 0 = _
    simp [lp.single_apply]
  | succ k =>
    change x (k + 1) - (star rightShift x : Ell2) k = _
    rw [star_rightShift_apply]
    simp [lp.single_apply]
```

## (j) One order holds and the other fails

**Task.** Show that for the right shift $T^\dagger T = i(T^\dagger - T)$, while $TT^\dagger \ne i(T^\dagger - T)$.

**Solution.** A linear map that preserves norms also preserves inner products, so for all $x$ and $y$
$$\langle y, S^\dagger S x\rangle = \langle Sy, Sx\rangle = \langle y, x\rangle.$$
Hence $S^\dagger S = 1$, and (c) gives the first relation.

For the second claim, suppose that $TT^\dagger = i(T^\dagger - T)$. The operator in (i) would then be zero. Applied to $e_0$, however, it gives $e_0$, so comparing amplitudes at site $0$ would yield $0 = 1$.

The theorem joins the two claims with `∧`. In its first half, `hS` is the inner-product calculation, with `inner_map_map` expressing that the isometry preserves inner products, and `left_defect` converts it into the optical theorem. In the second half, `h2` is the defect formula on `site 0 1`, and `h3` takes its component at site $0$, where `simp` finds the contradiction.

For this one operator on an infinite-dimensional space, conservation of norm does not make the scattering operator unitary. With infinitely many basis states, $S^\dagger S = 1$ alone therefore does not guarantee the reversed optical theorem. That order is equivalent to $SS^\dagger = 1$, which can be checked directly or derived from further properties of the model.

```lean
/-- For the right shift `S` and `T = -i (S - 1)`, the relation `T† T = i (T† - T)` holds,
but `T T†` differs from `i (T† - T)`. -/
theorem one_sided_optical_theorem :
    star (transition rightShift) * transition rightShift
        = I • (star (transition rightShift) - transition rightShift) ∧
      transition rightShift * star (transition rightShift)
        ≠ I • (star (transition rightShift) - transition rightShift) := by
  constructor
  · -- an isometry satisfies `S† S = 1`
    have hS : star rightShift * rightShift = 1 := by
      refine ContinuousLinearMap.ext fun x => ext_inner_left ℂ fun y => ?_
      change inner ℂ y (star rightShift (rightShift x)) = inner ℂ y x
      rw [ContinuousLinearMap.star_eq_adjoint, ContinuousLinearMap.adjoint_inner_right]
      exact shiftIsometry.inner_map_map y x
    exact sub_eq_zero.1 (by rw [left_defect, hS, sub_self])
  · -- the reversed relation fails on the state at site `0`
    intro h
    have h2 := shift_optical_defect (site 0 1)
    rw [h, sub_self] at h2
    have h3 := congrArg (fun y : Ell2 => y 0) h2
    simp [lp.single_apply] at h3

end

end OneSidedOpticalTheorem
```

```lean
#print axioms OneSidedOpticalTheorem.matrix_optical_iff
-- 'OneSidedOpticalTheorem.matrix_optical_iff' depends on axioms: [propext, Classical.choice, Quot.sound]
#print axioms OneSidedOpticalTheorem.one_sided_optical_theorem
-- 'OneSidedOpticalTheorem.one_sided_optical_theorem' depends on axioms: [propext, Classical.choice, Quot.sound]
```
